# Six receding charges of order $R^3$ leave a pure quadrupole potential

If I try to apply an electric field gradient to an atom with one distant point charge, the gradient gets buried. To keep it finite as the distance $R$ grows, the charge must grow like $R^3$, but then the constant potential at the atom grows like $R^2$ and the uniform field like $R$. For Sternheimer factors I want the gradient alone.

The remedy I know is an octahedron: charges $R^3$ at $(0,0,\pm R)$ and $-R^3/2$ at each of $(\pm R,0,0)$ and $(0,\pm R,0)$. The potential at a fixed point $(x,y,z)$ should then tend to $\tfrac32(2z^2-x^2-y^2)$. Can this be made rigorous and machine-checked, including which property of the arrangement makes it work?

## Vanishing charge and dipole are the exact condition

Yes. For finitely many charges $q_iR^3$ at $R\,n_i$, with unit vectors $n_i$, the potential converges at every fixed point exactly when $\sum_i q_i=0$ and $\sum_i q_i n_i=0$. The octahedron satisfies both conditions.

**One charge.** Take a charge $R^3$ at $Rn$, and write $u=n\cdot r$, $s=|r|^2$ and $g=|r/R-n|$. For $R>0$ the distance is $|r-Rn|=Rg$, so the potential is $R^2/g$. Expanding the square gives
$$g^2-1=\frac pR,\qquad p=\frac sR-2u.$$
For every $g>0$ there is the exact identity
$$\frac1g=1-\frac{g^2-1}2+\frac38(g^2-1)^2-(g^2-1)^3K(g),\qquad K(g)=\frac{3g^2+9g+8}{8g(g+1)^3}.$$
To check it, move $1/g$ to the right and the remainder to the left, then multiply by $8g$. Both sides become $3g^5-10g^3+15g-8=(g-1)^3(3g^2+9g+8)$. Inserting $g^2-1=p/R$ and multiplying by $R^2$,
$$\frac{R^2}g=R^2+Ru-\frac s2+\frac38p^2-\frac{p^3}RK(g).$$
As $R\to\infty$, $p\to-2u$ and $g\to1$, while $K(g)\to K(1)=5/16$. The last term vanishes, and what remains after $R^2+Ru$ tends to $(3u^2-s)/2$.

**The array.** Let $Q=\sum_i q_i$ and $D=\sum_i q_in_i$. Summing over the charges,
$$\Phi_R(r)=R^2Q+R\,D\cdot r+\sum_i q_i\,\frac{3(n_i\cdot r)^2-|r|^2}2+o(1).$$
If $Q=0$ and $D=0$, the growing terms disappear, and so does the $|r|^2$ term, whose coefficient is $-Q/2$. The limit is $\tfrac32\sum_i q_i(n_i\cdot r)^2$.

**The converse.** Suppose $\Phi_R(r)$ converges for every $r$. Choose $r=D$: then $R^2Q+R|D|^2$ converges. Dividing by $R^2$ gives $Q=0$; dividing what is left by $R$ gives $|D|^2=0$.

**The octahedron.** Here $Q=1+1-4\cdot\tfrac12=0$, and $D=0$ because opposite charges are equal. Also $\sum_i q_i(n_i\cdot r)^2=2z^2-x^2-y^2$, which gives the stated limit.

Here is the complete Lean file.

```lean
import Mathlib

open Filter
open scoped Topology InnerProductSpace

namespace DistantChargeQuadrupole

noncomputable section

/-- Three-dimensional Euclidean space. -/
abbrev Space := EuclideanSpace ℝ (Fin 3)

/-- Coulomb potential at `r` of a point charge `q` located at `a`, in Gaussian units. -/
def coulomb (q : ℝ) (a r : Space) : ℝ := q / ‖r - a‖

/-- Potential at `r` of finitely many charges `q i * R ^ 3` located at `R • n i`. -/
def arrayPotential {ι : Type*} [Fintype ι] (q : ι → ℝ) (n : ι → Space)
    (R : ℝ) (r : Space) : ℝ :=
  ∑ i, coulomb (q i * R ^ 3) (R • n i) r

/-- Coefficient of the cubic remainder in the expansion of an inverse distance `1 / g`. -/
def remainder (g : ℝ) : ℝ := (3 * g ^ 2 + 9 * g + 8) / (8 * g * (g + 1) ^ 3)

/-- Exact second-order expansion of an inverse distance `1 / g` in powers of `g ^ 2 - 1`,
with its cubic remainder. -/
theorem inverse_distance_expansion {g : ℝ} (hg : 0 < g) :
    1 / g = 1 - (g ^ 2 - 1) / 2 + 3 / 8 * (g ^ 2 - 1) ^ 2
      - (g ^ 2 - 1) ^ 3 * remainder g := by
  have h0 : g ≠ 0 := hg.ne'
  have h1 : g + 1 ≠ 0 := by positivity
  unfold remainder
  field_simp
  ring

/-- The potential of a charge `R ^ 3` at distance `R` in the direction `n`, less its uniform part
`R ^ 2` and its linear part `R * ⟪n, r⟫`, tends to a quadratic function of `r`. -/
theorem far_charge_expansion (n r : Space) (hn : ‖n‖ = 1) :
    Tendsto (fun R : ℝ => coulomb (R ^ 3) (R • n) r - R ^ 2 - R * ⟪n, r⟫_ℝ) atTop
      (𝓝 ((3 * ⟪n, r⟫_ℝ ^ 2 - ‖r‖ ^ 2) / 2)) := by
  obtain ⟨s, hs⟩ : ∃ s, s = ‖r‖ ^ 2 := ⟨_, rfl⟩
  obtain ⟨u, hu⟩ : ∃ u, u = ⟪n, r⟫_ℝ := ⟨_, rfl⟩
  rw [← hs, ← hu]
  have hε : Tendsto (fun R : ℝ => R⁻¹) atTop (𝓝 0) := tendsto_inv_atTop_zero
  -- the distance in units of `R` tends to one
  have hg : Tendsto (fun R : ℝ => ‖R⁻¹ • r - n‖) atTop (𝓝 1) := by
    have h := ((hε.smul_const r).sub_const n).norm
    rwa [zero_smul, zero_sub, norm_neg, hn] at h
  have hrem : ContinuousAt remainder 1 := by
    unfold remainder
    exact ContinuousAt.div (by fun_prop) (by fun_prop) (by norm_num)
  have hK : Tendsto (fun R : ℝ => remainder ‖R⁻¹ • r - n‖) atTop (𝓝 (remainder 1)) :=
    hrem.tendsto.comp hg
  have hp : Tendsto (fun R : ℝ => s * R⁻¹ - 2 * u) atTop (𝓝 (s * 0 - 2 * u)) :=
    (hε.const_mul s).sub_const _
  have hlim : Tendsto (fun R : ℝ => -s / 2 + 3 / 8 * (s * R⁻¹ - 2 * u) ^ 2
      - R⁻¹ * (s * R⁻¹ - 2 * u) ^ 3 * remainder ‖R⁻¹ • r - n‖) atTop
      (𝓝 ((3 * u ^ 2 - s) / 2)) := by
    have e : (3 * u ^ 2 - s) / 2 = -s / 2 + 3 / 8 * (s * 0 - 2 * u) ^ 2
        - 0 * (s * 0 - 2 * u) ^ 3 * remainder 1 := by ring
    rw [e]
    exact (((hp.pow 2).const_mul (3 / 8)).const_add (-s / 2)).sub
      ((hε.mul (hp.pow 3)).mul hK)
  refine hlim.congr' ?_
  filter_upwards [eventually_gt_atTop (0 : ℝ),
    hg.eventually (lt_mem_nhds (zero_lt_one : (0 : ℝ) < 1))] with R hR hpos
  have hR0 : R ≠ 0 := hR.ne'
  have hsq : ‖R⁻¹ • r - n‖ ^ 2 = 1 + R⁻¹ * (s * R⁻¹ - 2 * u) := by
    rw [norm_sub_sq_real, norm_smul, real_inner_smul_left, real_inner_comm, hn, mul_pow,
      Real.norm_eq_abs, sq_abs, hs, hu]
    ring
  have hnorm : ‖r - R • n‖ = R * ‖R⁻¹ • r - n‖ := by
    have h : r - R • n = R • (R⁻¹ • r - n) := by
      rw [smul_sub, smul_smul, mul_inv_cancel₀ hR0, one_smul]
    rw [h, norm_smul, Real.norm_of_nonneg hR.le]
  unfold coulomb
  rw [hnorm]
  generalize ‖R⁻¹ • r - n‖ = g at hpos hsq ⊢
  have hg0 : g ≠ 0 := hpos.ne'
  have hexp := inverse_distance_expansion hpos
  rw [hsq] at hexp
  have hc : R ^ 3 / (R * g) = R ^ 2 * (1 / g) := by
    field_simp
  rw [hc, hexp]
  field_simp
  ring

/-- For any array of distant charges, subtracting the total-charge term of order `R ^ 2` and the
dipole term of order `R` leaves a potential with a finite limit. -/
theorem array_expansion {ι : Type*} [Fintype ι] (q : ι → ℝ) (n : ι → Space)
    (hn : ∀ i, ‖n i‖ = 1) (r : Space) :
    Tendsto (fun R : ℝ => arrayPotential q n R r - R ^ 2 * ∑ i, q i
      - R * ⟪∑ i, q i • n i, r⟫_ℝ) atTop
      (𝓝 (∑ i, q i * ((3 * ⟪n i, r⟫_ℝ ^ 2 - ‖r‖ ^ 2) / 2))) := by
  have h := tendsto_finsetSum Finset.univ
    (fun i _ => (far_charge_expansion (n i) r (hn i)).const_mul (q i))
  refine h.congr (fun R => ?_)
  simp only [arrayPotential, coulomb, sum_inner, real_inner_smul_left, Finset.mul_sum,
    ← Finset.sum_sub_distrib]
  exact Finset.sum_congr rfl (fun i _ => by ring)

/-- If the total charge and the dipole moment of the array vanish, its potential at every fixed
point tends to a quadratic form as the charges recede to infinity. -/
theorem tendsto_quadrupole {ι : Type*} [Fintype ι] (q : ι → ℝ) (n : ι → Space)
    (hn : ∀ i, ‖n i‖ = 1) (hQ : ∑ i, q i = 0) (hD : ∑ i, q i • n i = 0) (r : Space) :
    Tendsto (fun R : ℝ => arrayPotential q n R r) atTop
      (𝓝 (3 / 2 * ∑ i, q i * ⟪n i, r⟫_ℝ ^ 2)) := by
  have h := array_expansion q n hn r
  have e : ∑ i, q i * ((3 * ⟪n i, r⟫_ℝ ^ 2 - ‖r‖ ^ 2) / 2)
      = 3 / 2 * ∑ i, q i * ⟪n i, r⟫_ℝ ^ 2 - ‖r‖ ^ 2 / 2 * ∑ i, q i := by
    rw [Finset.mul_sum, Finset.mul_sum, ← Finset.sum_sub_distrib]
    exact Finset.sum_congr rfl (fun i _ => by ring)
  rw [e] at h
  simpa only [hQ, hD, inner_zero_left, mul_zero, sub_zero] using h

/-- A combination `a * R ^ 2 + b * R` has a finite limit at large `R` only if `a` and `b`
vanish. -/
theorem growing_terms_vanish {a b c : ℝ}
    (h : Tendsto (fun R : ℝ => a * R ^ 2 + b * R) atTop (𝓝 c)) : a = 0 ∧ b = 0 := by
  have hε : Tendsto (fun R : ℝ => R⁻¹) atTop (𝓝 0) := tendsto_inv_atTop_zero
  have ha : a = 0 := by
    have h1 : Tendsto (fun R : ℝ => a + b * R⁻¹) atTop (𝓝 (a + b * 0)) :=
      (hε.const_mul b).const_add a
    have e : (fun R : ℝ => a + b * R⁻¹) =ᶠ[atTop]
        fun R => (a * R ^ 2 + b * R) * R⁻¹ ^ 2 := by
      filter_upwards [eventually_gt_atTop (0 : ℝ)] with R hR
      have hi : R * R⁻¹ = 1 := mul_inv_cancel₀ hR.ne'
      linear_combination (-(a * (1 + R * R⁻¹) + b * R⁻¹)) * hi
    have := tendsto_nhds_unique (h1.congr' e) (h.mul (hε.pow 2))
    linarith
  refine ⟨ha, ?_⟩
  have e : (fun _ : ℝ => b) =ᶠ[atTop] fun R => (a * R ^ 2 + b * R) * R⁻¹ := by
    filter_upwards [eventually_gt_atTop (0 : ℝ)] with R hR
    have hi : R * R⁻¹ = 1 := mul_inv_cancel₀ hR.ne'
    rw [ha]
    linear_combination (-b) * hi
  have := tendsto_nhds_unique (tendsto_const_nhds.congr' e) (h.mul hε)
  linarith

/-- Conversely, if the potential of the receding array has a finite limit at every point, then
its total charge and its dipole moment vanish. -/
theorem moments_vanish_of_tendsto {ι : Type*} [Fintype ι] (q : ι → ℝ) (n : ι → Space)
    (hn : ∀ i, ‖n i‖ = 1)
    (h : ∀ r, ∃ L, Tendsto (fun R : ℝ => arrayPotential q n R r) atTop (𝓝 L)) :
    ∑ i, q i = 0 ∧ ∑ i, q i • n i = 0 := by
  -- evaluate the potential at the point given by the dipole vector itself
  obtain ⟨L, hL⟩ := h (∑ i, q i • n i)
  have hd := hL.sub (array_expansion q n hn (∑ i, q i • n i))
  have hgrow := growing_terms_vanish (a := ∑ i, q i)
    (b := ⟪∑ i, q i • n i, ∑ i, q i • n i⟫_ℝ) (hd.congr (fun R => by ring))
  exact ⟨hgrow.1, inner_self_eq_zero.mp hgrow.2⟩

/-- Relative charges of the octahedral array: two axial, four equatorial. -/
def octCharge : Fin 6 → ℝ := ![1, 1, -1 / 2, -1 / 2, -1 / 2, -1 / 2]

/-- Directions of the octahedral array: along the `z`, `x` and `y` axes. -/
def octDir : Fin 6 → Space :=
  ![!₂[0, 0, 1], !₂[0, 0, -1], !₂[1, 0, 0], !₂[-1, 0, 0], !₂[0, 1, 0], !₂[0, -1, 0]]

/-- The octahedral array has unit directions, zero total charge and zero dipole moment. -/
theorem octahedron_witness : (∀ i, ‖octDir i‖ = 1) ∧ ∑ i, octCharge i = 0 ∧
    ∑ i, octCharge i • octDir i = 0 := by
  refine ⟨?_, ?_, ?_⟩
  · intro i
    fin_cases i <;> simp [octDir, EuclideanSpace.norm_eq, Fin.sum_univ_three]
  · rw [Fin.sum_univ_six]
    simp [octCharge]
    norm_num
  · rw [Fin.sum_univ_six]
    ext j
    fin_cases j <;> simp [octCharge, octDir]

/-- Charges `R ^ 3` at `(0, 0, ±R)` and `-R ^ 3 / 2` at `(±R, 0, 0)` and `(0, ±R, 0)` produce at
every fixed point a potential tending to `(3 / 2) (2 z ^ 2 - x ^ 2 - y ^ 2)`. -/
theorem octahedron_tendsto_quadrupole (x y z : ℝ) :
    Tendsto (fun R : ℝ =>
      coulomb (R ^ 3) !₂[0, 0, R] !₂[x, y, z] + coulomb (R ^ 3) !₂[0, 0, -R] !₂[x, y, z]
      + coulomb (-R ^ 3 / 2) !₂[R, 0, 0] !₂[x, y, z]
      + coulomb (-R ^ 3 / 2) !₂[-R, 0, 0] !₂[x, y, z]
      + coulomb (-R ^ 3 / 2) !₂[0, R, 0] !₂[x, y, z]
      + coulomb (-R ^ 3 / 2) !₂[0, -R, 0] !₂[x, y, z]) atTop
      (𝓝 (3 / 2 * (2 * z ^ 2 - x ^ 2 - y ^ 2))) := by
  obtain ⟨hn, hQ, hD⟩ := octahedron_witness
  have h := tendsto_quadrupole octCharge octDir hn hQ hD !₂[x, y, z]
  have e : ∑ i, octCharge i * ⟪octDir i, !₂[x, y, z]⟫_ℝ ^ 2 = 2 * z ^ 2 - x ^ 2 - y ^ 2 := by
    rw [Fin.sum_univ_six]
    simp [octCharge, octDir, PiLp.inner_apply, Fin.sum_univ_three]
    ring
  rw [e] at h
  refine h.congr (fun R => ?_)
  have hv : ∀ a b c : ℝ, R • (!₂[a, b, c] : Space) = !₂[R * a, R * b, R * c] := by
    intro a b c
    ext i
    fin_cases i <;> simp
  have hq : -1 / 2 * R ^ 3 = -R ^ 3 / 2 := by ring
  unfold arrayPotential
  rw [Fin.sum_univ_six]
  change coulomb (1 * R ^ 3) (R • (!₂[0, 0, 1] : Space)) _
    + coulomb (1 * R ^ 3) (R • (!₂[0, 0, -1] : Space)) _
    + coulomb (-1 / 2 * R ^ 3) (R • (!₂[1, 0, 0] : Space)) _
    + coulomb (-1 / 2 * R ^ 3) (R • (!₂[-1, 0, 0] : Space)) _
    + coulomb (-1 / 2 * R ^ 3) (R • (!₂[0, 1, 0] : Space)) _
    + coulomb (-1 / 2 * R ^ 3) (R • (!₂[0, -1, 0] : Space)) _ = _
  simp only [hv, hq, one_mul, mul_zero, mul_one, mul_neg]

end

end DistantChargeQuadrupole
```

```lean
#print axioms DistantChargeQuadrupole.tendsto_quadrupole
-- 'DistantChargeQuadrupole.tendsto_quadrupole' depends on axioms: [propext, Classical.choice, Quot.sound]
#print axioms DistantChargeQuadrupole.moments_vanish_of_tendsto
-- 'DistantChargeQuadrupole.moments_vanish_of_tendsto' depends on axioms: [propext, Classical.choice, Quot.sound]
#print axioms DistantChargeQuadrupole.octahedron_tendsto_quadrupole
-- 'DistantChargeQuadrupole.octahedron_tendsto_quadrupole' depends on axioms: [propext, Classical.choice, Quot.sound]
```

## What the theorems say about the charges

`Space` is three-dimensional Euclidean space, and `coulomb q a r` is the potential $q/|r-a|$ at `r` of a charge `q` at `a`, in Gaussian units. In `arrayPotential q n R r` the finite type `ι` labels the charges, `q i` is a relative charge and `n i` its direction. The hypothesis `hn` puts all charges on one sphere of radius $R$; `hQ` and `hD` say that the total charge and the dipole vanish. `Tendsto … atTop (𝓝 L)` means convergence to `L` as $R\to\infty$.

`tendsto_quadrupole` is the forward statement and `moments_vanish_of_tendsto` the converse. `octahedron_tendsto_quadrupole` writes out your six charges and positions explicitly, for arbitrary real `x`, `y`, `z`.

The limit is taken with the observation point held fixed; no error bound at finite $R$ and no uniformity in $r$ is claimed. The charges are classical and prescribed. There is no atom in the model, so the theorems concern the field applied in a Sternheimer calculation, not the electronic response that defines the factor.

## How the Lean proof follows the calculation

- `inverse_distance_expansion` is the identity for $1/g$: `field_simp` clears denominators and `ring` compares polynomials.
- `far_charge_expansion` treats one charge. In it, `hg` is $g\to1$, `hK` is the convergence of the remainder coefficient, and `hlim` is the limit of the expanded expression. The facts `hsq` and `hnorm` supply $g^2=1+p/R$ and $|r-Rn|=Rg$, and `congr'` transfers the limit to the true potential, since the two expressions agree for all large $R$.
- `array_expansion` multiplies by `q i` and sums the limits. `tendsto_quadrupole` then removes the terms containing $Q$ and $D$.
- `growing_terms_vanish` carries out the two divisions by powers of $R$. The converse applies it at the point $r=D$, and `inner_self_eq_zero` turns $|D|^2=0$ into $D=0$.
- `octahedron_witness` checks the six directions and both moments. The final theorem evaluates the quadratic form and rewrites the general array as the explicit sum.

## A dipole left in, and the array in a calculation

Keep only $+R^3$ at $(0,0,R)$ and $-R^3$ at $(0,0,-R)$. The total charge is zero, but $D=(0,0,2)$, and the potential grows like $2Rz$ wherever $z\neq0$. On the plane $z=0$ it is exactly zero for every $R>0$, which shows that convergence at some points would not be enough for the converse.

In an electronic-structure code that uses atom-centred basis functions and accepts external point charges, one can place the octahedron around the atom with all charges multiplied by a small strength $\lambda$. The limiting potential has $\partial_z^2\Phi=6\lambda$ at the nucleus. For a closed-shell atom, the total gradient there is $(1-\gamma_\infty)\,6\lambda$ to first order in $\lambda$, from which the Sternheimer factor $\gamma_\infty$ is read off. The positive charges attract electrons, so the basis functions should not reach out to them. A second run with a smaller $\lambda$ tests whether the response is linear.
